# A pair function with a linear cusp and a nonzero coalescence value is no finite sum of orbital products

Let $E$ be a real normed space containing a nonzero vector; for electrons, $E=\mathbb R^3$ with the Euclidean norm. Two electrons at $x,y\in E$ are described by the real spatial function

$$F(x,y)=g(x,y)\,\bigl(1+c\,\|x-y\|\bigr),$$

where $g:E\times E\to\mathbb R$ and $c$ is a real constant. Fix a coalescence point $(x_0,x_0)$ and write $g_0=g(x_0,x_0)$. Three conditions are assumed: $g$ is differentiable at $(x_0,x_0)$, $g_0\neq0$ and $c\neq0$.

The constant $c$ stands for the cusp produced by the Coulomb repulsion: the kinetic energy must cancel the divergence of $1/r_{12}$, which in atomic units gives $c=1/2$ for a pair with nonzero coalescence value. Here $c$ is a given number. Differentiability of $g$ says that the rest of the wave function has no kink at this point, so $x_0$ should not be a nucleus.

For a vector $v\ne0$, a spacing $t>0$ and a real coordinate $a$, put $q_a(t)=x_0+(ta)v$. The mixed second difference of $F$ at coordinates $a,b$ is

$$\Delta_{ab}F=F(q_{a+1},q_{b+1})-F(q_a,q_{b+1})-F(q_{a+1},q_b)+F(q_a,q_b).$$

## Finite rank against a multiple of the identity

**Claim.** On no neighbourhood of $(x_0,x_0)$ does $F(x,y)$ equal a finite sum $\sum_k\varphi_k(x)\chi_k(y)$, whatever the real functions $\varphi_k,\chi_k$ are. They need not be smooth, or even continuous.

Let $L$ be the derivative of $g$ at $(x_0,x_0)$. Along the line,

$$g(q_a,q_b)=g_0+t\,[a\,L(v,0)+b\,L(0,v)]+o(t),\qquad \|q_a-q_b\|=t\,|a-b|\,\|v\|.$$

Multiplying out gives

$$F(q_a,q_b)=g_0+t\,\bigl[a\,L(v,0)+b\,L(0,v)+c\,g_0\,|a-b|\,\|v\|\bigr]+o(t).$$

Now take the mixed difference at integers $i,j$. The constant cancels because $1-1-1+1=0$. The term linear in $a$ gives $(i+1)-i-(i+1)+i=0$, and the term linear in $b$ cancels in the same way. With $m=i-j$, the distance term gives

$$2|m|-|m-1|-|m+1|=\begin{cases}-2,&m=0,\\0,&m\neq0,\end{cases}$$

since $|m-1|+|m+1|=2|m|$ for every nonzero integer $m$. Hence the matrix $D_{ij}(t)=\Delta_{ij}F/t$ with $i,j=0,\dots,n-1$ satisfies

$$D(t)\to-2c\,g_0\,\|v\|\,\mathbf 1\qquad(t\to0^+).$$

Suppose that $F$ were a sum of $N$ products near $(x_0,x_0)$. For small $t$ all the grid points needed lie in that neighbourhood, and

$$D_{ij}(t)=\sum_{k}\bigl[\varphi_k(q_{i+1})-\varphi_k(q_i)\bigr]\,\frac{\chi_k(q_{j+1})-\chi_k(q_j)}{t}.$$

This is a matrix product through $N$ intermediate indices, so its rank is at most $N$. Choose $n=N+1$. Then $\det D(t)=0$ for all small $t>0$, while continuity of the determinant gives

$$\det D(t)\to(-2c\,g_0\|v\|)^{N+1}\neq0,$$

a contradiction. For $N=0$ the argument says simply that $F$ does not vanish identically near the point.

Differentiability of $g$ is needed. On $E=\mathbb R$ take $c=1$ and $g(x,y)=1/(1+|x-y|)$. Then $g_0=1$, but $F=1$ everywhere, which is a single orbital product: the kink in $g$ has cancelled the cusp.

## The difference matrix in a configuration-interaction calculation

A two-electron singlet expansion in $N$ real orbitals has the spatial part $\sum_{pq}C_{pq}\varphi_p(x)\varphi_q(y)$. With $\chi_p=\sum_qC_{pq}\varphi_q$ it is a sum of $N$ products. Thus, for a two-electron function of the model form $F$, full configuration interaction in a finite orbital basis cannot be exact near coalescence; how small its error can be is a separate question.

The obstruction can be seen numerically. Store the values $F(q_i,q_j)$ for $i,j=0,\dots,n$ in an array `F` and compute

```python
D = np.diff(np.diff(F, axis=0), axis=1) / t
```

For $g=1$, $c=1/2$ and $\|v\|=1$, the result is $-\mathbf 1$ up to rounding for every $t>0$, with all $n$ singular values equal to 1. The same matrix built from an $N$-orbital expansion has at most $N$ nonzero singular values. A very small $t$ amplifies rounding errors, because nearly equal numbers are subtracted and then divided by $t$.

## The pair function and its grid in Lean

The space `E` is a general real normed space, so neither an inner product nor finite dimension is required.

```lean
import Mathlib

open Filter Topology

namespace CuspNaturalOrbitals

noncomputable section

variable {E : Type*} [NormedAddCommGroup E] [NormedSpace ℝ E]
```

The function $F$ is `pairFunction g c`. It is real-valued and carries no spin variable.

```lean
/-- The explicitly correlated pair function `g(x,y) (1 + c ‖x - y‖)`. -/
def pairFunction (g : E × E → ℝ) (c : ℝ) (x y : E) : ℝ :=
  g (x, y) * (1 + c * ‖x - y‖)
```

The point $q_a(t)$ is `gridPoint x0 v t a`.

```lean
/-- The point with coordinate `a` on the line through `x0` along `v`, with grid spacing `t`. -/
def gridPoint (x0 v : E) (t a : ℝ) : E := x0 + (t * a) • v
```

The mixed difference is defined for any two-electron function, with real coordinates `a` and `b`.

```lean
/-- The mixed second difference of a two-electron function: each electron moves by one
grid step, from the coordinates `a` and `b`. -/
def mixedDifference (F : E → E → ℝ) (x0 v : E) (t a b : ℝ) : ℝ :=
  F (gridPoint x0 v t (a + 1)) (gridPoint x0 v t (b + 1))
    - F (gridPoint x0 v t a) (gridPoint x0 v t (b + 1))
    - F (gridPoint x0 v t (a + 1)) (gridPoint x0 v t b)
    + F (gridPoint x0 v t a) (gridPoint x0 v t b)
```

The matrix $D(t)$ has indices in `Fin n`, which run from $0$ to $n-1$ as above.

```lean
/-- The `n` by `n` matrix of mixed differences divided by the grid spacing `t`, for `t ≠ 0`. -/
def differenceMatrix (n : ℕ) (F : E → E → ℝ) (x0 v : E) (t : ℝ) :
    Matrix (Fin n) (Fin n) ℝ :=
  Matrix.of fun i j => mixedDifference F x0 v t ((i : ℕ) : ℝ) ((j : ℕ) : ℝ) / t
```

## From the distance on a grid to the limiting matrix

The first lemma is the identity for $2|m|-|m-1|-|m+1|$. The proof separates $i<j$, $i=j$ and $i>j$. In the unequal cases, integrality gives a gap of at least one, which fixes the sign inside each absolute value.

```lean
/-- At natural-number coordinates the mixed second difference of the distance is `-2` where the two
coordinates coincide and zero elsewhere. -/
theorem grid_distance (i j : ℕ) :
    |((i : ℝ) + 1) - ((j : ℝ) + 1)| - |(i : ℝ) - ((j : ℝ) + 1)|
      - |((i : ℝ) + 1) - (j : ℝ)| + |(i : ℝ) - (j : ℝ)| = if i = j then -2 else 0 := by
  rcases lt_trichotomy i j with h | h | h
  · have h' : (i : ℝ) + 1 ≤ j := by exact_mod_cast h
    have h1 : |((i : ℝ) + 1) - ((j : ℝ) + 1)| = j - i := by
      rw [abs_of_nonpos] <;> linarith
    have h2 : |(i : ℝ) - ((j : ℝ) + 1)| = j + 1 - i := by
      rw [abs_of_nonpos] <;> linarith
    have h3 : |((i : ℝ) + 1) - (j : ℝ)| = j - i - 1 := by
      rw [abs_of_nonpos] <;> linarith
    have h4 : |(i : ℝ) - (j : ℝ)| = j - i := by
      rw [abs_of_nonpos] <;> linarith
    rw [h1, h2, h3, h4, if_neg h.ne]
    ring
  · subst h
    norm_num
  · have h' : (j : ℝ) + 1 ≤ i := by exact_mod_cast h
    have h1 : |((i : ℝ) + 1) - ((j : ℝ) + 1)| = i - j := by
      rw [abs_of_nonneg] <;> linarith
    have h2 : |(i : ℝ) - ((j : ℝ) + 1)| = i - j - 1 := by
      rw [abs_of_nonneg] <;> linarith
    have h3 : |((i : ℝ) + 1) - (j : ℝ)| = i + 1 - j := abs_of_nonneg (by linarith)
    have h4 : |(i : ℝ) - (j : ℝ)| = i - j := abs_of_nonneg (by linarith)
    rw [h1, h2, h3, h4, if_neg h.ne']
    ring
```

The next theorem is the first-order expansion, written as the limit of $(F(q_a,q_b)-g_0)/t$. The filter `𝓝[>] 0` means that $t$ tends to zero through positive values. This matters because $\|q_a-q_b\|$ is proportional to $|t|$, which has no derivative at zero. The proof replaces $|t|$ by $t$, differentiates the resulting product at zero (`h1` is the chain rule for $g$, `h2` the product rule), and then uses the agreement of the two functions for $t>0$.

```lean
/-- First-order behaviour at coalescence when both electrons are displaced along one line, for `g`
differentiable there: as the spacing `t > 0` shrinks to zero, the pair function changes by a part
linear in the two displacements plus a cusp term proportional to the distance between the electrons.
-/
theorem cusp_expansion {g : E × E → ℝ} {L : E × E →L[ℝ] ℝ} {x0 : E}
    (hg : HasFDerivAt g L (x0, x0)) (c : ℝ) (v : E) (a b : ℝ) :
    Tendsto (fun t : ℝ => (pairFunction g c (gridPoint x0 v t a) (gridPoint x0 v t b)
        - g (x0, x0)) / t) (𝓝[>] 0)
      (𝓝 (a * L (v, 0) + b * L (0, v) + g (x0, x0) * (c * |a - b| * ‖v‖))) := by
  have hl : ∀ s : ℝ, HasDerivAt (fun t : ℝ => x0 + (t * s) • v) (s • v) 0 := by
    intro s
    have h := (((hasDerivAt_id' (0 : ℝ)).mul_const s).smul_const v).const_add x0
    rw [one_mul] at h
    exact h
  have h1 : HasDerivAt (fun t : ℝ => g (x0 + (t * a) • v, x0 + (t * b) • v))
      (L (a • v, b • v)) 0 := by
    refine HasFDerivAt.comp_hasDerivAt (0 : ℝ) ?_ ((hl a).prodMk (hl b))
    simpa using hg
  have hL : L (a • v, b • v) = a * L (v, 0) + b * L (0, v) := by
    have e : ((a • v, b • v) : E × E) = a • (v, (0 : E)) + b • ((0 : E), v) := by simp
    rw [e, map_add, map_smul, map_smul, smul_eq_mul, smul_eq_mul]
  -- for t > 0 the distance is linear in t, so the pair function agrees there with the
  -- following function, which is differentiable at t = 0
  have h2 : HasDerivAt (fun t : ℝ => g (x0 + (t * a) • v, x0 + (t * b) • v)
      * (1 + t * (c * |a - b| * ‖v‖)))
      (a * L (v, 0) + b * L (0, v) + g (x0, x0) * (c * |a - b| * ‖v‖)) 0 := by
    refine (h1.fun_mul (((hasDerivAt_id' (0 : ℝ)).mul_const _).const_add 1)).congr_deriv ?_
    rw [hL]
    simp only [zero_mul, zero_smul, add_zero, mul_one, one_mul]
  refine h2.tendsto_slope_zero_right.congr' ?_
  filter_upwards [self_mem_nhdsWithin] with t ht
  have ht' : 0 < t := ht
  have hn : ‖(x0 + (t * a) • v) - (x0 + (t * b) • v)‖ = t * |a - b| * ‖v‖ := by
    rw [add_sub_add_left_eq_sub, ← sub_smul, ← mul_sub, norm_smul, norm_mul,
      Real.norm_eq_abs, Real.norm_eq_abs, abs_of_pos ht']
  simp only [pairFunction, gridPoint, hn, zero_add, zero_mul, zero_smul, add_zero, mul_one,
    smul_eq_mul]
  ring
```

Four such limits, combined with the signs of the mixed difference, give each matrix entry. The constant $g_0$ cancels when the four quotients are combined in `h'`; the closing `linear_combination` cancels the linear terms and inserts `grid_distance`. This theorem needs neither $c\ne0$ nor $g_0\neq0$; if either vanishes, the limit is the zero matrix.

```lean
/-- For `g` differentiable at coalescence, the difference matrix of the pair function tends to
`-2 c g(x0,x0) ‖v‖` times the identity as the grid spacing shrinks to zero through positive values.
-/
theorem differenceMatrix_tendsto {g : E × E → ℝ} {x0 : E}
    (hg : DifferentiableAt ℝ g (x0, x0)) (c : ℝ) (v : E) (n : ℕ) :
    Tendsto (differenceMatrix n (pairFunction g c) x0 v) (𝓝[>] 0)
      (𝓝 ((-2 * (c * g (x0, x0) * ‖v‖)) • (1 : Matrix (Fin n) (Fin n) ℝ))) := by
  refine tendsto_pi_nhds.2 fun i => tendsto_pi_nhds.2 fun j => ?_
  have X := cusp_expansion hg.hasFDerivAt c v
  have h := (((X ((i : ℕ) + 1) ((j : ℕ) + 1)).sub (X (i : ℕ) ((j : ℕ) + 1))).sub
    (X ((i : ℕ) + 1) (j : ℕ))).add (X (i : ℕ) (j : ℕ))
  have h' : Tendsto (fun t => differenceMatrix n (pairFunction g c) x0 v t i j)
      (𝓝[>] 0) (𝓝 _) := h.congr (fun t => by
    simp only [differenceMatrix, Matrix.of_apply, mixedDifference]
    ring)
  have he : ((-2 * (c * g (x0, x0) * ‖v‖)) • (1 : Matrix (Fin n) (Fin n) ℝ)) i j
      = (if (i : ℕ) = (j : ℕ) then -2 else 0) * (c * g (x0, x0) * ‖v‖) := by
    by_cases hij : i = j
    · subst hij
      simp
    · have hij' : (i : ℕ) ≠ (j : ℕ) := fun e => hij (Fin.ext e)
      simp [hij, hij']
  rw [he]
  -- the linear terms cancel, only the cusp term survives
  convert h' using 2
  linear_combination (-(c * g (x0, x0) * ‖v‖)) * grid_distance (i : ℕ) (j : ℕ)
```

## The determinant contradiction

The rank argument is a statement about matrices alone. If `u * w` had a nonzero determinant, it would have rank $n$, but its rank is at most the number of columns of `u`, which in the application is the number of products in the sum.

```lean
/-- A real square matrix that factors through fewer intermediate indices than its size has zero
determinant. -/
theorem det_eq_zero_of_few_orbitals {ι : Type*} [Fintype ι] {n : ℕ}
    (h : Fintype.card ι < n) (u : Matrix (Fin n) ι ℝ) (w : Matrix ι (Fin n) ℝ) :
    (u * w).det = 0 := by
  by_contra hd
  have h1 := Matrix.rank_of_isUnit (u * w)
    ((Matrix.isUnit_iff_isUnit_det _).2 (isUnit_iff_ne_zero.2 hd))
  have h2 := (Matrix.rank_mul_le_left u w).trans (Matrix.rank_le_card_width u)
  rw [h1, Fintype.card_fin] at h2
  omega
```

In the main theorem the finite type `ι` labels the products, so $N$ is `Fintype.card ι`. The phrase `∀ᶠ p in 𝓝 (x0, x0)` means "for all pairs `p` in some neighbourhood of the coalescence point", and the leading `¬` denies that such a neighbourhood exists. `Nontrivial E` supplies the vector $v\neq0$.

Within the proof, `hE` brings the grid points into the neighbourhood, `hmix` factorises the mixed differences, and `hdet` concludes that the determinant vanishes for small spacing. Uniqueness of limits then forces $(-2c\,g_0\|v\|)^{N+1}=0$, which the hypotheses exclude.

```lean
/-- Let `E` contain a nonzero vector. If `g` is differentiable and nonzero at coalescence and
`c ≠ 0`, the pair function agrees on no neighbourhood of the coalescence point with a finite sum of
orbital products `φₖ(x) χₖ(y)`, whatever functions the orbitals are. -/
theorem cusp_not_finite_sum [Nontrivial E] {ι : Type*} [Fintype ι] {g : E × E → ℝ}
    {x0 : E} {c : ℝ} (hg : DifferentiableAt ℝ g (x0, x0)) (hg0 : g (x0, x0) ≠ 0)
    (hc : c ≠ 0) (φ χ : ι → E → ℝ) :
    ¬ ∀ᶠ p in 𝓝 (x0, x0), pairFunction g c p.1 p.2 = ∑ k, φ k p.1 * χ k p.2 := by
  intro h
  obtain ⟨v, hv⟩ := exists_ne (0 : E)
  -- for small spacing every pair of grid points lies in the neighbourhood
  have hE : ∀ a b : ℝ, ∀ᶠ t in 𝓝[>] (0 : ℝ),
      pairFunction g c (gridPoint x0 v t a) (gridPoint x0 v t b)
        = ∑ k, φ k (gridPoint x0 v t a) * χ k (gridPoint x0 v t b) := by
    intro a b
    have hcont : Continuous fun t : ℝ => (gridPoint x0 v t a, gridPoint x0 v t b) := by
      unfold gridPoint
      fun_prop
    have hT := hcont.tendsto' 0 (x0, x0) (by simp [gridPoint])
    exact (hT.mono_left nhdsWithin_le_nhds).eventually h
  have hmix : ∀ i j : Fin (Fintype.card ι + 1), ∀ᶠ t in 𝓝[>] (0 : ℝ),
      mixedDifference (pairFunction g c) x0 v t ((i : ℕ) : ℝ) ((j : ℕ) : ℝ)
        = ∑ k, (φ k (gridPoint x0 v t ((i : ℕ) + 1)) - φ k (gridPoint x0 v t (i : ℕ)))
          * (χ k (gridPoint x0 v t ((j : ℕ) + 1)) - χ k (gridPoint x0 v t (j : ℕ))) := by
    intro i j
    filter_upwards [hE ((i : ℕ) + 1) ((j : ℕ) + 1), hE (i : ℕ) ((j : ℕ) + 1),
      hE ((i : ℕ) + 1) (j : ℕ), hE (i : ℕ) (j : ℕ)] with t h1 h2 h3 h4
    unfold mixedDifference
    rw [h1, h2, h3, h4, ← Finset.sum_sub_distrib, ← Finset.sum_sub_distrib,
      ← Finset.sum_add_distrib]
    exact Finset.sum_congr rfl fun k _ => by ring
  -- too few orbitals: the determinant vanishes for small spacing
  have hdet : ∀ᶠ t in 𝓝[>] (0 : ℝ),
      (differenceMatrix (Fintype.card ι + 1) (pairFunction g c) x0 v t).det = 0 := by
    filter_upwards [eventually_all.2 fun i => eventually_all.2 fun j => hmix i j] with t ht
    have hM : differenceMatrix (Fintype.card ι + 1) (pairFunction g c) x0 v t
        = (Matrix.of fun (i : Fin (Fintype.card ι + 1)) (k : ι) =>
            φ k (gridPoint x0 v t ((i : ℕ) + 1))
            - φ k (gridPoint x0 v t (i : ℕ)))
          * (Matrix.of fun (k : ι) (j : Fin (Fintype.card ι + 1)) =>
            (χ k (gridPoint x0 v t ((j : ℕ) + 1))
            - χ k (gridPoint x0 v t (j : ℕ))) / t) := by
      ext i j
      simp only [differenceMatrix, Matrix.mul_apply, Matrix.of_apply, ht i j,
        Finset.sum_div, mul_div_assoc]
    rw [hM]
    exact det_eq_zero_of_few_orbitals (Nat.lt_succ_self _) _ _
  -- but the determinant tends to a nonzero number
  have hlim := ((Continuous.matrix_det continuous_id).tendsto _).comp
    (differenceMatrix_tendsto hg c v (Fintype.card ι + 1))
  have hz := tendsto_nhds_unique hlim
    (tendsto_const_nhds.congr' (hdet.mono fun t ht => ht.symm))
  simp only [id_eq, Matrix.det_smul, Matrix.det_one, mul_one] at hz
  exact pow_ne_zero _ (mul_ne_zero (by norm_num)
    (mul_ne_zero (mul_ne_zero hc hg0) (norm_ne_zero_iff.2 hv))) hz
```

The natural-orbital form has equal orbitals in both factors and coefficients $a_k$, with `ι` now allowed to be infinite. `HasSum` expresses convergence independent of the order of the terms, required at each point near coalescence; no uniformity is asked for. Orthonormality of the orbitals is not assumed either. Genuine real natural orbitals are therefore covered whenever their expansion converges in this pointwise sense, which mean-square convergence alone does not guarantee.

If only finitely many $a_k$ were nonzero, the series would reduce to a finite sum. Absorbing $a_k$ into the first factor would then contradict the previous theorem. The conclusion is that infinitely many coefficients are nonzero; it gives no rate at which they decay. Pairs with $g_0=0$, such as triplet pairs, do not satisfy the hypotheses.

```lean
/-- Let `E` contain a nonzero vector. If `g` is differentiable and nonzero at coalescence and
`c ≠ 0`, every expansion `∑ aₖ φₖ(x) φₖ(y)` that converges to the pair function at each point near
coalescence has infinitely many nonzero coefficients. -/
theorem infinitely_many_natural_orbitals [Nontrivial E] {ι : Type*} {g : E × E → ℝ}
    {x0 : E} {c : ℝ} (hg : DifferentiableAt ℝ g (x0, x0)) (hg0 : g (x0, x0) ≠ 0)
    (hc : c ≠ 0) (a : ι → ℝ) (φ : ι → E → ℝ)
    (h : ∀ᶠ p in 𝓝 (x0, x0),
      HasSum (fun k => a k * φ k p.1 * φ k p.2) (pairFunction g c p.1 p.2)) :
    {k | a k ≠ 0}.Infinite := by
  intro hfin
  refine cusp_not_finite_sum (ι := hfin.toFinset) hg hg0 hc
    (fun k x => a k * φ k x) (fun k => φ k) ?_
  filter_upwards [h] with p hp
  have hs : HasSum (fun k => a k * φ k p.1 * φ k p.2)
      (∑ k ∈ hfin.toFinset, a k * φ k p.1 * φ k p.2) := by
    refine hasSum_sum_of_ne_finset_zero fun k hk => ?_
    have hk0 : a k = 0 := by simpa using hk
    simp [hk0]
  rw [hp.unique hs]
  exact (Finset.sum_coe_sort hfin.toFinset (fun k => a k * φ k p.1 * φ k p.2)).symm

end

end CuspNaturalOrbitals
```

```lean
#print axioms CuspNaturalOrbitals.cusp_not_finite_sum
-- 'CuspNaturalOrbitals.cusp_not_finite_sum' depends on axioms: [propext, Classical.choice, Quot.sound]
#print axioms CuspNaturalOrbitals.infinitely_many_natural_orbitals
-- 'CuspNaturalOrbitals.infinitely_many_natural_orbitals' depends on axioms: [propext, Classical.choice, Quot.sound]
```
